# On a finite grid, J − K of an orbital without zeros annihilates only its multiples exactly when the repulsion graph is connected

Which orbitals feel no mean-field repulsion, Coulomb $J$ minus exchange $K$, from one electron of the same spin? Here the repulsion is a symmetric table of numbers $v(x,y)$ coupling the electron densities at the points $x$ and $y$ of a finite grid. If $v(x,y)\ge 0$ for distinct points and the occupied real orbital $c$ vanishes at no point, the answer is "only the multiples of $c$" exactly when the pairs with positive repulsion connect the whole grid.

```lean
import Mathlib

open Matrix

namespace HartreeFockNullSpace

noncomputable section

variable {n : Type*} [Fintype n] [DecidableEq n]

/-- The Coulomb matrix of a density matrix `D` on a grid: the diagonal potential
`∑ y, v x y * D y y`. -/
def coulomb (v D : Matrix n n ℝ) : Matrix n n ℝ :=
  Matrix.diagonal fun x => ∑ y, v x y * D y y

/-- The exchange matrix of a density matrix `D` on a grid, with entries `v x y * D x y`. -/
def exchange (v D : Matrix n n ℝ) : Matrix n n ℝ :=
  Matrix.of fun x y => v x y * D x y

/-- Coulomb minus exchange, `J(c cᵀ) - K(c cᵀ)`, for the density matrix of one real orbital `c`. -/
def coulombExchange (v : Matrix n n ℝ) (c : n → ℝ) : Matrix n n ℝ :=
  coulomb v (vecMulVec c c) - exchange v (vecMulVec c c)

/-- The interaction graph: distinct grid points `x`, `y` are joined when `v x y` or `v y x`
is positive. -/
def interactionGraph {n : Type*} (v : Matrix n n ℝ) : SimpleGraph n :=
  SimpleGraph.fromRel fun x y => 0 < v x y

/-- Coulomb minus exchange acts on an orbital `f` through the differences
`c y * f x - c x * f y`. -/
theorem coulombExchange_mulVec (v : Matrix n n ℝ) (c f : n → ℝ) (x : n) :
    (coulombExchange v c *ᵥ f) x = ∑ y, v x y * c y * (c y * f x - c x * f y) := by
  rw [coulombExchange, Matrix.sub_mulVec, Pi.sub_apply, coulomb, Matrix.mulVec_diagonal]
  simp only [exchange, Matrix.mulVec, dotProduct, Matrix.of_apply, Matrix.vecMulVec_apply]
  rw [Finset.sum_mul, ← Finset.sum_sub_distrib]
  exact Finset.sum_congr rfl fun y _ => by ring

/-- For a symmetric interaction, twice the quadratic form `f ⬝ᵥ (J - K) f` of Coulomb minus exchange
is the sum of the squares `(c y * f x - c x * f y) ^ 2` weighted by `v x y`. -/
theorem two_mul_expectation {v : Matrix n n ℝ} (hv : v.IsSymm) (c f : n → ℝ) :
    2 * (f ⬝ᵥ (coulombExchange v c *ᵥ f)) =
      ∑ x, ∑ y, v x y * (c y * f x - c x * f y) ^ 2 := by
  have h1 : f ⬝ᵥ (coulombExchange v c *ᵥ f) =
      ∑ x, ∑ y, v x y * (c y * f x) * (c y * f x - c x * f y) := by
    simp only [dotProduct, coulombExchange_mulVec, Finset.mul_sum]
    exact Finset.sum_congr rfl fun x _ => Finset.sum_congr rfl fun y _ => by ring
  -- the same sum with the two grid points exchanged
  have h2 : f ⬝ᵥ (coulombExchange v c *ᵥ f) =
      ∑ x, ∑ y, v x y * (c x * f y) * (c x * f y - c y * f x) := by
    refine h1.trans (Finset.sum_comm.trans ?_)
    refine Finset.sum_congr rfl fun x _ => Finset.sum_congr rfl fun y _ => ?_
    rw [hv.apply x y]
  calc 2 * (f ⬝ᵥ (coulombExchange v c *ᵥ f))
      = (∑ x, ∑ y, v x y * (c y * f x) * (c y * f x - c x * f y)) +
        ∑ x, ∑ y, v x y * (c x * f y) * (c x * f y - c y * f x) := by linarith
    _ = _ := by
      simp only [← Finset.sum_add_distrib]
      exact Finset.sum_congr rfl fun x _ => Finset.sum_congr rfl fun y _ => by ring

/-- Each weighted square is nonnegative when the off-diagonal interaction is nonnegative. -/
theorem weighted_square_nonneg {n : Type*} {v : Matrix n n ℝ}
    (hpos : ∀ x y, x ≠ y → 0 ≤ v x y) (c f : n → ℝ) (x y : n) :
    0 ≤ v x y * (c y * f x - c x * f y) ^ 2 := by
  by_cases h : x = y
  · subst h
    simp
  · exact mul_nonneg (hpos x y h) (sq_nonneg _)

/-- Let `v` be symmetric with nonnegative off-diagonal entries and `c` without zeros. If the
expectation value of Coulomb minus exchange in `f` vanishes, then `f` is proportional to `c` on
every connected part of the interaction graph. -/
theorem proportional_of_expectation_eq_zero {v : Matrix n n ℝ} (hv : v.IsSymm)
    (hpos : ∀ x y, x ≠ y → 0 ≤ v x y) {c : n → ℝ} (hc : ∀ x, c x ≠ 0) {f : n → ℝ}
    (hf : f ⬝ᵥ (coulombExchange v c *ᵥ f) = 0) (x y : n)
    (hxy : (interactionGraph v).Reachable x y) : c y * f x = c x * f y := by
  have hsum := two_mul_expectation hv c f
  rw [hf, mul_zero] at hsum
  -- a vanishing sum of nonnegative terms fixes `f` across every edge
  have edge : ∀ a b, (interactionGraph v).Adj a b → c b * f a = c a * f b := by
    intro a b hab
    have ha := (Finset.sum_eq_zero_iff_of_nonneg (fun x _ => Finset.sum_nonneg
      fun y _ => weighted_square_nonneg hpos c f x y)).1 hsum.symm a (Finset.mem_univ a)
    have hb := (Finset.sum_eq_zero_iff_of_nonneg
      (fun y _ => weighted_square_nonneg hpos c f a y)).1 ha b (Finset.mem_univ b)
    have hs := hv.apply a b
    have hvab : 0 < v a b := by
      rcases ((SimpleGraph.fromRel_adj _ a b).1 hab).2 with h | h
      · exact h
      · linarith
    have hsq := (mul_eq_zero.1 hb).resolve_left hvab.ne'
    exact sub_eq_zero.1 (pow_eq_zero_iff two_ne_zero |>.1 hsq)
  -- the proportionality is carried along a path
  obtain ⟨p⟩ := hxy
  induction p with
  | nil => rfl
  | @cons a b d h p ih =>
    apply mul_left_cancel₀ (hc b)
    linear_combination c d * edge a b h + c a * ih

/-- Let `v` be symmetric with nonnegative off-diagonal entries and `c` without zeros. Coulomb minus
exchange annihilates `f` exactly when `f` is proportional to `c` on every connected part of the
interaction graph. -/
theorem mulVec_eq_zero_iff {v : Matrix n n ℝ} (hv : v.IsSymm)
    (hpos : ∀ x y, x ≠ y → 0 ≤ v x y) {c : n → ℝ} (hc : ∀ x, c x ≠ 0) (f : n → ℝ) :
    coulombExchange v c *ᵥ f = 0 ↔
      ∀ x y, (interactionGraph v).Reachable x y → c y * f x = c x * f y := by
  constructor
  · intro h
    exact proportional_of_expectation_eq_zero hv hpos hc (by rw [h, dotProduct_zero])
  · intro h
    funext x
    rw [coulombExchange_mulVec, Pi.zero_apply]
    refine Finset.sum_eq_zero fun y _ => ?_
    by_cases hxy : x = y
    · subst hxy
      ring
    · rcases (hpos x y hxy).eq_or_lt with h0 | h0
      · rw [← h0]
        ring
      · have hadj : (interactionGraph v).Adj x y :=
          (SimpleGraph.fromRel_adj _ x y).2 ⟨hxy, Or.inl h0⟩
        rw [h x y hadj.reachable, sub_self, mul_zero]

/-- On a nonempty finite grid, let `v` be symmetric with nonnegative off-diagonal entries and `c`
an orbital without zeros. The null space of `J(c cᵀ) - K(c cᵀ)` is exactly the span of `c` if and
only if the interaction graph is connected. -/
theorem ker_eq_span_iff_connected [Nonempty n] {v : Matrix n n ℝ} (hv : v.IsSymm)
    (hpos : ∀ x y, x ≠ y → 0 ≤ v x y) {c : n → ℝ} (hc : ∀ x, c x ≠ 0) :
    LinearMap.ker (coulombExchange v c).mulVecLin = Submodule.span ℝ {c} ↔
      (interactionGraph v).Connected := by
  classical
  obtain ⟨o⟩ := ‹Nonempty n›
  constructor
  · intro hker
    refine (SimpleGraph.connected_iff_exists_forall_reachable _).2 ⟨o, fun w => ?_⟩
    -- the orbital `c` cut off outside the component of `o` is a null vector
    have hmem : (fun x => if (interactionGraph v).Reachable o x then c x else 0) ∈
        LinearMap.ker (coulombExchange v c).mulVecLin := by
      rw [LinearMap.mem_ker, Matrix.mulVecLin_apply, mulVec_eq_zero_iff hv hpos hc]
      intro x y hxy
      by_cases hx : (interactionGraph v).Reachable o x
      · simp only [if_pos hx, if_pos (hx.trans hxy)]
        ring
      · have hy : ¬ (interactionGraph v).Reachable o y := fun h => hx (h.trans hxy.symm)
        simp only [if_neg hx, if_neg hy, mul_zero]
    rw [hker, Submodule.mem_span_singleton] at hmem
    obtain ⟨a, ha⟩ := hmem
    by_contra hw
    have h1 := congrFun ha o
    have h2 := congrFun ha w
    simp only [Pi.smul_apply, smul_eq_mul, if_pos (SimpleGraph.Reachable.refl o)] at h1
    simp only [Pi.smul_apply, smul_eq_mul, if_neg hw] at h2
    have ha0 := (mul_eq_zero.1 h2).resolve_right (hc w)
    rw [ha0, zero_mul] at h1
    exact hc o h1.symm
  · intro hG
    ext f
    rw [LinearMap.mem_ker, Matrix.mulVecLin_apply, mulVec_eq_zero_iff hv hpos hc,
      Submodule.mem_span_singleton]
    constructor
    · intro h
      refine ⟨f o / c o, funext fun x => ?_⟩
      have hx := h o x (hG.preconnected o x)
      rw [Pi.smul_apply, smul_eq_mul, div_mul_eq_mul_div, div_eq_iff (hc o)]
      linear_combination hx
    · rintro ⟨a, rfl⟩ x y _
      simp only [Pi.smul_apply, smul_eq_mul]
      ring

/-- Let `v` be symmetric with nonnegative off-diagonal entries and connected interaction graph, and
`c` without zeros. Coulomb minus exchange has a positive expectation value in every orbital that is
not a multiple of `c`. -/
theorem expectation_pos {v : Matrix n n ℝ} (hv : v.IsSymm)
    (hpos : ∀ x y, x ≠ y → 0 ≤ v x y) {c : n → ℝ} (hc : ∀ x, c x ≠ 0)
    (hG : (interactionGraph v).Connected) {f : n → ℝ} (hf : f ∉ Submodule.span ℝ {c}) :
    0 < f ⬝ᵥ (coulombExchange v c *ᵥ f) := by
  have := hG.nonempty
  have hsum := two_mul_expectation hv c f
  have hnn : 0 ≤ ∑ x, ∑ y, v x y * (c y * f x - c x * f y) ^ 2 :=
    Finset.sum_nonneg fun x _ => Finset.sum_nonneg fun y _ => weighted_square_nonneg hpos c f x y
  refine lt_of_le_of_ne (by linarith) fun h0 => hf ?_
  rw [← (ker_eq_span_iff_connected hv hpos hc).2 hG, LinearMap.mem_ker, Matrix.mulVecLin_apply,
    mulVec_eq_zero_iff hv hpos hc]
  exact proportional_of_expectation_eq_zero hv hpos hc h0.symm

/-- Three sites in a row with unit repulsion between neighbours. -/
def chain : Matrix (Fin 3) (Fin 3) ℝ := !![0, 1, 0; 1, 0, 1; 0, 1, 0]

/-- For the orbital `(1, 0, 1)` on the three-site chain, the interaction graph is connected, yet
the null space of Coulomb minus exchange is not the span of the orbital. -/
theorem node_counterexample : (interactionGraph chain).Connected ∧
    LinearMap.ker (coulombExchange chain ![1, 0, 1]).mulVecLin ≠
      Submodule.span ℝ {![1, 0, 1]} := by
  constructor
  · have h0 : (interactionGraph chain).Adj 1 0 := by simp [interactionGraph, chain]
    have h2 : (interactionGraph chain).Adj 1 2 := by simp [interactionGraph, chain]
    refine (SimpleGraph.connected_iff_exists_forall_reachable _).2 ⟨1, fun w => ?_⟩
    fin_cases w
    · exact h0.reachable
    · exact SimpleGraph.Reachable.refl _
    · exact h2.reachable
  · intro h
    -- the orbital on the first site alone is a null vector
    have hm : ![1, 0, 0] ∈ LinearMap.ker (coulombExchange chain ![1, 0, 1]).mulVecLin := by
      rw [LinearMap.mem_ker, Matrix.mulVecLin_apply]
      funext x
      rw [coulombExchange_mulVec]
      fin_cases x <;> simp [chain, Fin.sum_univ_succ]
    rw [h, Submodule.mem_span_singleton] at hm
    obtain ⟨a, ha⟩ := hm
    have h0 : a = 1 := by simpa using congrFun ha 0
    have h2 : a = 0 := by simpa using congrFun ha 2
    linarith

end

end HartreeFockNullSpace
```

```lean
#print axioms HartreeFockNullSpace.ker_eq_span_iff_connected
#print axioms HartreeFockNullSpace.expectation_pos
#print axioms HartreeFockNullSpace.node_counterexample
```

```
'HartreeFockNullSpace.ker_eq_span_iff_connected' depends on axioms: [propext, Classical.choice, Quot.sound]
'HartreeFockNullSpace.expectation_pos' depends on axioms: [propext, Classical.choice, Quot.sound]
'HartreeFockNullSpace.node_counterexample' depends on axioms: [propext, Classical.choice, Quot.sound]
```

## The null space and the graph in Lean's terms

The type `n` is the set of grid points, not their number. An orbital is a function `n → ℝ`, and $c_x$ is its amplitude at the point $x$. The density matrix of the occupied orbital is `vecMulVec c c`, with entries $D(x,y)=c_xc_y$. From it the file builds

$$J(x,x)=\sum_y v(x,y)\,c_y^2,\qquad K(x,y)=v(x,y)\,c_xc_y,$$

with $J$ diagonal. These are `coulomb` and `exchange`, and their difference $J-K$ is `coulombExchange v c`. Despite the name `coulomb`, $v$ need not have the form $1/r$.

The `interactionGraph` joins two distinct points when `v x y` or `v y x` is positive. For symmetric $v$ the two conditions agree. `Reachable x y` means that a path leads from $x$ to $y$, and `Connected` means that the grid is nonempty and every point can be reached from every other.

The main theorem, `ker_eq_span_iff_connected`, says that two subspaces are equal exactly when the graph is connected: the kernel of $J-K$ acting on real vectors, and the span of $c$. Besides a nonempty finite grid, its hypotheses are:

- `hv`: $v$ is symmetric, as a pair interaction is.
- `hpos`: $v(x,y)\ge0$ for $x\ne y$, so the interaction energy of two electrons at different points is never negative. The diagonal entries $v(x,x)$ may have any sign.
- `hc`: $c_x\neq0$ at every grid point. The orbital may still change sign between points.

On a grid of one point both sides of the equivalence hold: $J-K$ is zero, and $c$ spans everything.

## Repulsion between two electrons of equal spin

With one occupied spin-orbital, $J-K$ is the two-electron part of the Hartree-Fock matrix for that spin. That $c$ lies in its null space is the familiar cancellation of self-interaction by exchange. The theorem says when, in this finite density-density model, no other orbital escapes the field as well.

The code does not normalise $c$. For $D$ to describe one electron, $\sum_x c_x^2=1$ is needed; dividing $J-K$ by $\sum_x c_x^2$ achieves this and leaves the null space unchanged.

If $f$ and $c$ are orthonormal, the expectation value of $J-K$ in $f$ is the repulsion energy of the two-electron Slater determinant built from them. It vanishes when the determinant gives no weight to any pair of points that repel. Repulsion at a single point plays no part, since two electrons of equal spin never meet there.

A molecule in a general atomic-orbital basis has four-index repulsion integrals and overlapping basis functions. The model has only the two-index table $v$ and treats the grid points as an orthonormal basis. The theorems do not estimate the error of that simplification.

## From the action of J − K to a sum of squares

Applying $J$ and $K$ to an orbital $f$ gives

$$((J-K)f)_x=\sum_y v(x,y)c_y^2f_x-\sum_y v(x,y)c_xc_yf_y=\sum_y v(x,y)\,c_y\,(c_yf_x-c_xf_y).$$

This is `coulombExchange_mulVec`. The term $y=x$ is zero, so $v(x,x)$ drops out.

Multiplying by $f_x$ and summing gives the quadratic form $E$, which is the expectation value when $f$ is normalised:

$$E=\sum_{x,y}v(x,y)\,c_yf_x\,(c_yf_x-c_xf_y).$$

Exchanging the names $x$ and $y$ and using $v(y,x)=v(x,y)$ gives

$$E=\sum_{x,y}v(x,y)\,c_xf_y\,(c_xf_y-c_yf_x).$$

The sum of the two expressions is

$$2E=\sum_{x,y}v(x,y)\,(c_yf_x-c_xf_y)^2.$$

In `two_mul_expectation`, `h1` and `h2` are the two forms of $E$. The exchange of names is `Finset.sum_comm`, and `ring` combines the terms.

Every term on the right is nonnegative: for $x=y$ the square is zero, and for $x\neq y$ the weight is nonnegative. That is `weighted_square_nonneg`.

## Proportionality along paths

Suppose $E=0$. A sum of nonnegative terms vanishes only if each term does, so on every edge, where $v(x,y)>0$,

$$c_yf_x=c_xf_y.$$

Since $c$ has no zeros, this says $f_x/c_x=f_y/c_y$. The ratio is therefore constant along any path, and $f$ is proportional to $c$ on each connected component. This is `proportional_of_expectation_eq_zero`. Its local statement `edge` applies `Finset.sum_eq_zero_iff_of_nonneg` twice, once for each summation.

The passage from edges to paths is an induction on a Mathlib walk. `Reachable x y` says that some walk exists, and `obtain ⟨p⟩ := hxy` picks one. A walk is either `nil`, which stays at its starting point, or `cons`, an edge followed by a shorter walk. In the first case the claim is an identity. In the second, the edge runs from $a$ to $b$ and the remaining walk from $b$ to $d$, so two relations are available:

$$c_bf_a=c_af_b,\qquad c_df_b=c_bf_d.$$

Multiplying the first by $c_d$ and the second by $c_a$, then adding, removes $f_b$ and leaves

$$c_b\,(c_df_a)=c_b\,(c_af_d).$$

The `linear_combination` line carries out this step, and `mul_left_cancel₀ (hc b)` cancels $c_b$. The cancellation is where the amplitude at an intermediate point must be nonzero. Writing the proportionality as a product keeps fractions out of the induction.

## Null vectors component by component

The theorem `mulVec_eq_zero_iff` turns this into a description of the whole null space. If $(J-K)f=0$, then $E=0$, and $f$ is proportional to $c$ on each component. Conversely, suppose $f$ has this form. In the formula for $((J-K)f)_x$, the term $y=x$ vanishes, a term with $v(x,y)=0$ vanishes, and a term with $v(x,y)>0$ belongs to an edge, where $c_yf_x-c_xf_y=0$. Hence $(J-K)f=0$. The case distinctions in the Lean proof are these three.

Now let the graph be connected and fix a point $o$. A null vector $f$ satisfies $c_xf_o=c_of_x$ for every $x$, so

$$f=\frac{f_o}{c_o}\,c.$$

Every multiple of $c$ is a null vector, so the null space is the span of $c$.

For the other direction, assume that the null space is the span of $c$. Let $g$ equal $c$ on the component of $o$ and zero elsewhere. It is proportional to $c$ on each component, hence a null vector, hence $g=ac$ for some number $a$. If a point $w$ lay outside the component, then $0=g_w=ac_w$ would force $a=0$, while $g_o=c_o\neq0$. So there is no such point, and the graph is connected. In Lean, $g$ is the `if … then … else` function in `hmem`.

## Positive energy, and an orbital with a zero

On a connected graph, `expectation_pos` gives $E>0$ for every $f$ that is not a multiple of $c$. The sum of squares gives $E\ge0$, and $E=0$ would make $f$ proportional to $c$ on the whole grid.

Even one zero of $c$ can break the equivalence. In `node_counterexample`, three sites stand in a row with unit repulsion between neighbours, and the orbital is $(1,0,1)$, or $(1,0,1)/\sqrt2$ when normalised. The graph is connected, but the only path between the end sites runs through the point where the orbital vanishes. For the normalised orbital,

$$J-K=\begin{pmatrix}0&0&0\\0&1&0\\0&0&0\end{pmatrix}.$$

The vector $(1,0,0)$ is annihilated and is not a multiple of the orbital. An electron on the first site repels only one on the middle site, where the occupied orbital has no density.

The example relies on the missing repulsion between the end sites. If every pair of distinct points repels, as with $1/r$, then $E=0$ gives $c_yf_x=c_xf_y$ for all pairs directly, without a path. One point with $c_y\neq0$ then makes $f$ a multiple of $c$, so zeros of a nonzero orbital do no harm. This case is not stated separately in the Lean file.
